# The mean compressive Eulerian strain is at least the finite strain of the volume ratio, with equality only for scaled rotations

## Deformation gradient, strain and sign

A homogeneous deformation carries a material point from $X$ to $x = FX$, where the deformation gradient $F$ is a real $d \times d$ matrix. Its determinant $J = \det F$ is the ratio of deformed to undeformed volume. The condition $J > 0$ says that the body is neither collapsed to zero volume nor turned into its mirror image. The dimension $d$ is kept general until the case $d = 3$ is written out, and indices run over `Fin d`, that is, from $0$ to $d-1$.

In Lean 4 with Mathlib:

```lean
import Mathlib

open Matrix

namespace EulerianFiniteStrain

noncomputable section

variable {d : ℕ}
```

The Eulerian finite strain tensor is

$$e = \tfrac12\left(I - (FF^{T})^{-1}\right).$$

For a uniform scaling $F = aI$ it is $\tfrac12(1 - a^{-2})I$, which is negative in compression.

```lean
/-- The Eulerian finite strain tensor `e = (I - (F Fᵀ)⁻¹) / 2` of a deformation gradient `F`. -/
def eulerStrain (F : Matrix (Fin d) (Fin d) ℝ) : Matrix (Fin d) (Fin d) ℝ :=
  (1 / 2 : ℝ) • (1 - (F * Fᵀ)⁻¹)
```

The volume ratio alone gives a scalar strain with the opposite sign convention, positive in compression:

$$f = \tfrac12\left(J^{-2/d} - 1\right).$$

```lean
/-- The scalar finite strain `(J ^ (-2/d) - 1) / 2` computed from the volume ratio `J`
in `d` dimensions, positive in compression. -/
def volumetricStrain (d : ℕ) (J : ℝ) : ℝ := (J ^ (-(2 : ℝ) / d) - 1) / 2
```

In three dimensions, with $J = V/V_0$, this is $f = \tfrac12[(V_0/V)^{2/3} - 1]$, the variable of the Birch–Murnaghan equation of state. The claim is that $-\operatorname{tr} e/d \ge f$ whenever $J > 0$, with equality exactly when $F$ is a positive multiple of a rotation. It concerns the kinematics of a single homogeneous deformation; no energy, stress or pressure enters.

## Positive numbers with a fixed product

Let $l_i > 0$ have product $g^d$ with $g > 0$, and put $x_i = l_i/g$. Then $\prod_i x_i = 1$, so $\sum_i \log x_i = 0$. Since $\log x \le x - 1$ for $x > 0$,

$$0 \le \sum_i (x_i - 1 - \log x_i) = \frac{1}{g}\sum_i l_i - d,$$

and therefore $\sum_i l_i \ge dg$. If equality holds, a sum of nonnegative terms vanishes, so each term vanishes. As $\log x = x - 1$ only at $x = 1$, every $l_i$ equals $g$.

```lean
/-- Positive numbers with geometric mean `g` have a sum of at least `d g`, and the sum equals
`d g` only if all of them equal `g`. -/
theorem sum_ge_of_prod_eq (l : Fin d → ℝ) (hl : ∀ i, 0 < l i) {g : ℝ} (hg : 0 < g)
    (hprod : ∏ i, l i = g ^ d) :
    d * g ≤ ∑ i, l i ∧ (∑ i, l i = d * g → ∀ i, l i = g) := by
  have hlog : ∑ i, Real.log (l i / g) = 0 := by
    rw [← Real.log_prod]
    · rw [Finset.prod_div_distrib, hprod, Finset.prod_const, Finset.card_univ,
        Fintype.card_fin, div_self (pow_ne_zero d hg.ne'), Real.log_one]
    · intro i _
      exact (div_pos (hl i) hg).ne'
  -- each term of the following sum is nonnegative
  have hterm : ∀ i, 0 ≤ l i / g - 1 - Real.log (l i / g) := fun i => by
    linarith [Real.log_le_sub_one_of_pos (div_pos (hl i) hg)]
  have hsum : ∑ i, (l i / g - 1 - Real.log (l i / g)) = (∑ i, l i) / g - d := by
    rw [Finset.sum_sub_distrib, Finset.sum_sub_distrib, hlog, ← Finset.sum_div]
    simp
  constructor
  · have h0 : 0 ≤ (∑ i, l i) / g - d := hsum ▸ Finset.sum_nonneg (fun i _ => hterm i)
    exact (le_div_iff₀ hg).mp (by linarith)
  · intro h i
    have hz : ∑ i, (l i / g - 1 - Real.log (l i / g)) = 0 := by
      rw [hsum, h, mul_div_assoc, div_self hg.ne']
      ring
    have hi := (Finset.sum_eq_zero_iff_of_nonneg (fun i _ => hterm i)).mp hz i
      (Finset.mem_univ i)
    by_contra hne
    have h1 : l i / g ≠ 1 := fun h1 => hne ((div_eq_one_iff_eq hg.ne').mp h1)
    linarith [Real.log_lt_sub_one_of_pos (div_pos (hl i) hg) h1]
```

This is the inequality of arithmetic and geometric means, with $g$ given in advance so that no root has to be taken. In the proof, `hlog` is the vanishing sum of logarithms, `hterm` the sign of each term and `hsum` the displayed identity. The equality case ends with the strict inequality `Real.log_lt_sub_one_of_pos`, which contradicts a vanishing term with $x_i \ne 1$.

## From numbers to a symmetric tensor

Let $M$ be positive semidefinite with $\det M = g^d$ and $g > 0$. Its eigenvalues are nonnegative and their product is not zero, so they are positive. Their sum is $\operatorname{tr} M$, and the previous step gives $\operatorname{tr} M \ge dg$. In the case of equality all eigenvalues are $g$, and with an orthogonal matrix $U$ of eigenvectors

$$M = U(gI)U^{T} = gI.$$

Conversely, $\operatorname{tr}(gI) = dg$.

```lean
/-- A positive semidefinite tensor with determinant `g ^ d`, `g > 0`, has trace at least `d g`,
with equality exactly when it is the isotropic tensor `g I`. -/
theorem trace_ge_of_det_eq {M : Matrix (Fin d) (Fin d) ℝ} (hM : M.PosSemidef) {g : ℝ}
    (hg : 0 < g) (hdet : M.det = g ^ d) :
    d * g ≤ M.trace ∧ (M.trace = d * g ↔ M = g • (1 : Matrix (Fin d) (Fin d) ℝ)) := by
  have hH := hM.isHermitian
  have hprod : ∏ i, hH.eigenvalues i = g ^ d := by
    rw [← hdet]
    simpa using hH.det_eq_prod_eigenvalues.symm
  have htr : M.trace = ∑ i, hH.eigenvalues i := by
    simpa using hH.trace_eq_sum_eigenvalues
  have hpos : ∀ i, 0 < hH.eigenvalues i := fun i => by
    have hne : ∏ i, hH.eigenvalues i ≠ 0 := by
      rw [hprod]
      exact pow_ne_zero d hg.ne'
    exact lt_of_le_of_ne (hM.eigenvalues_nonneg i)
      (Finset.prod_ne_zero_iff.mp hne i (Finset.mem_univ i)).symm
  obtain ⟨h1, h2⟩ := sum_ge_of_prod_eq _ hpos hg hprod
  refine ⟨htr ▸ h1, fun h => ?_, fun h => ?_⟩
  · -- all principal values coincide, so the spectral theorem gives an isotropic tensor
    have hall := h2 (htr ▸ h)
    have hdiag : diagonal (RCLike.ofReal ∘ hH.eigenvalues)
        = g • (1 : Matrix (Fin d) (Fin d) ℝ) := by
      ext i j
      by_cases hij : i = j
      · subst hij
        simp [hall]
      · simp [hij]
    have hs := hH.spectral_theorem
    rw [hdiag, map_smul, map_one] at hs
    exact hs
  · rw [h]
    simp [Matrix.trace_smul, mul_comm]
```

The hypothesis `M.PosSemidef` includes the symmetry of $M$, which makes the eigenvalues real and the spectral theorem available. The proof shows that the diagonal matrix of eigenvalues is `g • 1` and then carries this through the conjugation by $U$.

## The tensor inside the Eulerian strain

Write $M = (FF^{T})^{-1}$ for an invertible $F$. Then $M = (F^{-1})^{T}F^{-1}$, so $v^{T}Mv = |F^{-1}v|^2 \ge 0$ for every vector $v$. Moreover $\det(FF^{T}) = J^2$, hence $\det M = J^{-2}$, and $FF^{T}M = I$.

```lean
/-- For an invertible deformation gradient, `(F Fᵀ)⁻¹` is positive semidefinite, has determinant
`(det F)⁻²`, and is a right inverse of `F Fᵀ`. -/
theorem inverse_tensor_facts (F : Matrix (Fin d) (Fin d) ℝ) (hF : F.det ≠ 0) :
    ((F * Fᵀ)⁻¹).PosSemidef ∧ ((F * Fᵀ)⁻¹).det = (F.det ^ 2)⁻¹ ∧
      (F * Fᵀ) * (F * Fᵀ)⁻¹ = 1 := by
  have hB : (F * Fᵀ).det = F.det ^ 2 := by
    rw [det_mul, det_transpose, sq]
  refine ⟨?_, ?_, ?_⟩
  · have h := posSemidef_conjTranspose_mul_self (F⁻¹)
    rw [conjTranspose_eq_transpose_of_trivial, transpose_nonsing_inv,
      ← Matrix.mul_inv_rev] at h
    exact h
  · rw [det_nonsing_inv, Ring.inverse_eq_inv', hB]
  · apply mul_nonsing_inv
    rw [hB]
    exact (pow_ne_zero 2 hF).isUnit
```

Only $\det F \ne 0$ is needed here; the sign of $J$ matters later. Taking the trace of the definition of $e$ gives

$$\operatorname{tr} e = \tfrac12(d - \operatorname{tr} M).$$

```lean
/-- The trace of the Eulerian strain is `(d - tr (F Fᵀ)⁻¹) / 2`. -/
theorem trace_eulerStrain (F : Matrix (Fin d) (Fin d) ℝ) :
    (eulerStrain F).trace = (d - ((F * Fᵀ)⁻¹).trace) / 2 := by
  rw [eulerStrain, trace_smul, trace_sub, trace_one, Fintype.card_fin, smul_eq_mul]
  ring
```

## The bound and its equality case

Let $d \ge 1$, $J > 0$ and $g = J^{-2/d}$. Then $g > 0$ and $g^d = J^{-2} = \det M$, so $\operatorname{tr} M \ge dg$ and

$$-\frac{\operatorname{tr} e}{d} = \frac12\left(\frac{\operatorname{tr} M}{d} - 1\right) \ge \frac12(g - 1) = f.$$

Equality holds exactly when $\operatorname{tr} M = dg$, that is, when $M = gI$.

If $M = gI$, then $g\,FF^{T} = I$, so $R = \sqrt g\,F$ satisfies $RR^{T} = I$. Hence $(\det R)^2 = 1$, and $\det R = g^{d/2}J > 0$ selects $\det R = 1$. Thus $F = aR$ with $a = g^{-1/2} = J^{1/d}$.

If, conversely, $F = aR$ with $a > 0$ and $R$ a rotation, then $FF^{T} = a^2 I$ and $M = a^{-2}I$. Comparing determinants gives $(a^{-2})^d = g^d$. Both bases are positive and $d \ge 1$, so $a^{-2} = g$ and $M = gI$.

```lean
/-- In `d` dimensions the mean compressive Eulerian strain `-tr e / d` is at least the scalar
finite strain of the volume ratio `det F`, with equality exactly when `F` is a positive multiple
of a rotation. -/
theorem volumetricStrain_le_mean (hd : 0 < d) (F : Matrix (Fin d) (Fin d) ℝ)
    (hF : 0 < F.det) :
    volumetricStrain d F.det ≤ -(eulerStrain F).trace / d ∧
    (-(eulerStrain F).trace / d = volumetricStrain d F.det ↔
      ∃ (a : ℝ) (R : Matrix (Fin d) (Fin d) ℝ),
        0 < a ∧ R * Rᵀ = 1 ∧ R.det = 1 ∧ F = a • R) := by
  have hd' : (0 : ℝ) < d := Nat.cast_pos.mpr hd
  obtain ⟨hM, hdet, hinv⟩ := inverse_tensor_facts F hF.ne'
  obtain ⟨g, hgdef⟩ : ∃ g : ℝ, g = F.det ^ (-(2 : ℝ) / d) := ⟨_, rfl⟩
  have hg : 0 < g := hgdef ▸ Real.rpow_pos_of_pos hF _
  have hgd : ((F * Fᵀ)⁻¹).det = g ^ d := by
    rw [hdet, hgdef, ← Real.rpow_natCast (F.det ^ (-(2 : ℝ) / d)) d, ← Real.rpow_mul hF.le,
      div_mul_cancel₀ _ hd'.ne', Real.rpow_neg hF.le, Real.rpow_two]
  obtain ⟨hle, heq⟩ := trace_ge_of_det_eq hM hg hgd
  have hmean : -(eulerStrain F).trace / d = (((F * Fᵀ)⁻¹).trace / d - 1) / 2 := by
    rw [trace_eulerStrain]
    field_simp
    ring
  rw [hmean, volumetricStrain, ← hgdef]
  constructor
  · have : g ≤ ((F * Fᵀ)⁻¹).trace / d := (le_div_iff₀ hd').mpr (by linarith)
    linarith
  have hstep : (((F * Fᵀ)⁻¹).trace / d - 1) / 2 = (g - 1) / 2 ↔
      ((F * Fᵀ)⁻¹).trace = d * g := by
    constructor
    · intro h
      have h' : ((F * Fᵀ)⁻¹).trace / d = g := by linarith
      rw [div_eq_iff hd'.ne'] at h'
      linarith
    · intro h
      rw [h, mul_div_cancel_left₀ _ hd'.ne']
  rw [hstep, heq]
  constructor
  · -- an isotropic tensor makes `√g F` a rotation
    intro h
    rw [h, Matrix.mul_smul, mul_one] at hinv
    have hs : 0 < √g := Real.sqrt_pos.mpr hg
    have hR : (√g • F) * (√g • F)ᵀ = 1 := by
      rw [transpose_smul, Matrix.smul_mul, Matrix.mul_smul, smul_smul,
        Real.mul_self_sqrt hg.le, hinv]
    refine ⟨(√g)⁻¹, √g • F, inv_pos.mpr hs, hR, ?_, ?_⟩
    · have h1 := congrArg Matrix.det hR
      rw [det_mul, det_transpose, det_one] at h1
      have h2 : 0 < (√g • F).det := by
        rw [det_smul]
        positivity
      nlinarith
    · rw [smul_smul, inv_mul_cancel₀ hs.ne', one_smul]
  · -- for a scaled rotation the determinant fixes the isotropic factor
    rintro ⟨a, R, ha, hR, -, hFR⟩
    have hFF : F * Fᵀ = (a ^ 2) • (1 : Matrix (Fin d) (Fin d) ℝ) := by
      rw [hFR, transpose_smul, Matrix.smul_mul, Matrix.mul_smul, smul_smul, hR, ← sq]
    have hB : (F * Fᵀ)⁻¹ = (a ^ 2)⁻¹ • (1 : Matrix (Fin d) (Fin d) ℝ) := by
      apply inv_eq_right_inv
      rw [hFF, Matrix.smul_mul, one_mul, smul_smul, mul_inv_cancel₀ (pow_pos ha 2).ne',
        one_smul]
    have hpow : ((a ^ 2)⁻¹) ^ d = g ^ d := by
      rw [← hgd, hB, det_smul, det_one, Fintype.card_fin, mul_one]
    rw [hB, (pow_left_inj₀ (by positivity) hg.le hd.ne').mp hpow]
```

The theorem has two parts: the inequality, and an equivalence whose right-hand side asks for a number `a` and a matrix `R` with `0 < a`, `R * Rᵀ = 1`, `R.det = 1` and `F = a • R`. The middle two conditions say that $R$ is a rotation. In the proof, `hgd` identifies the determinant of $M$ with $g^d$, `hmean` rewrites the mean strain in terms of $\operatorname{tr} M$, and `hstep` reduces equality of strains to equality of traces. The last two blocks are the two directions just derived.

The positive sign of $J$ is needed for the equality case. Suppose that only $J \ne 0$ were required and $f$ were computed from $|J|$. In three dimensions $F = -I$ has $e = 0$ and $|J| = 1$, so both sides are zero, yet an inversion is not a positive multiple of a rotation.

For $d = 3$ and $\det F > 0$ the result reads

$$-\frac{\operatorname{tr} e}{3} \ge \frac{(\det F)^{-2/3} - 1}{2},$$

with the same equality case.

```lean
/-- In three dimensions `-tr e / 3 ≥ ((det F) ^ (-2/3) - 1) / 2`, with equality exactly when `F`
is a positive multiple of a rotation. -/
theorem mean_strain_three (F : Matrix (Fin 3) (Fin 3) ℝ) (hF : 0 < F.det) :
    (F.det ^ (-(2 : ℝ) / 3) - 1) / 2 ≤ -(eulerStrain F).trace / 3 ∧
    (-(eulerStrain F).trace / 3 = (F.det ^ (-(2 : ℝ) / 3) - 1) / 2 ↔
      ∃ (a : ℝ) (R : Matrix (Fin 3) (Fin 3) ℝ),
        0 < a ∧ R * Rᵀ = 1 ∧ R.det = 1 ∧ F = a • R) := by
  have h := volumetricStrain_le_mean (by norm_num) F hF
  simp only [volumetricStrain, Nat.cast_ofNat] at h
  exact h
```

For an equation-of-state fit to a non-cubic crystal under homogeneous strain, this means that the finite strain obtained from the cell volume and the one obtained by averaging the diagonal of $-e$, both taken relative to the same reference cell, differ as soon as the cell changes shape. The averaged value is then the larger of the two.

## Deformations at constant volume

If $J = 1$, then $g = 1$ and $\operatorname{tr} M \ge d$, so $\operatorname{tr} e \le 0$. The trace vanishes exactly when $M = I$, which is the same as $FF^{T} = I$.

```lean
/-- A volume-preserving deformation has Eulerian strain of nonpositive trace, and the trace
vanishes exactly when `F` is orthogonal. -/
theorem trace_nonpos_of_isochoric (F : Matrix (Fin d) (Fin d) ℝ) (hF : F.det = 1) :
    (eulerStrain F).trace ≤ 0 ∧ ((eulerStrain F).trace = 0 ↔ F * Fᵀ = 1) := by
  obtain ⟨hM, hdet, hinv⟩ := inverse_tensor_facts F (by rw [hF]; exact one_ne_zero)
  obtain ⟨hle, heq⟩ := trace_ge_of_det_eq hM one_pos (by rw [hdet, hF]; simp)
  rw [mul_one, one_smul] at heq
  rw [trace_eulerStrain]
  refine ⟨by linarith, fun h => ?_, fun h => ?_⟩
  · rw [heq.mp (by linarith), mul_one] at hinv
    exact hinv
  · rw [heq.mpr (by rw [h, inv_one])]
    simp
```

The statement gives the equality case as `F * Fᵀ = 1`; together with $\det F = 1$ this makes $F$ a rotation. Every other volume-preserving deformation has a strictly negative trace, the sign that a compression would produce.

Simple shear by an amount $\gamma$ shows the size of the effect:

$$F = \begin{pmatrix} 1 & \gamma & 0\\ 0 & 1 & 0\\ 0 & 0 & 1\end{pmatrix}, \qquad
(FF^{T})^{-1} = \begin{pmatrix} 1 & -\gamma & 0\\ -\gamma & 1+\gamma^2 & 0\\ 0 & 0 & 1\end{pmatrix}.$$

Here $\det F = 1$ and the trace of the inverse is $3 + \gamma^2$, so $\operatorname{tr} e = -\gamma^2/2$.

```lean
/-- Simple shear by `γ` preserves volume, and its Eulerian strain has trace `-γ² / 2`. -/
theorem simple_shear (γ : ℝ) :
    (!![1, γ, 0; 0, 1, 0; 0, 0, 1] : Matrix (Fin 3) (Fin 3) ℝ).det = 1 ∧
    (eulerStrain !![1, γ, 0; 0, 1, 0; 0, 0, 1]).trace = -γ ^ 2 / 2 := by
  constructor
  · simp [det_fin_three]
  · have hT : (!![1, γ, 0; 0, 1, 0; 0, 0, 1] : Matrix (Fin 3) (Fin 3) ℝ)ᵀ
        = !![1, 0, 0; γ, 1, 0; 0, 0, 1] := by
      ext i j
      fin_cases i <;> fin_cases j <;> rfl
    have h : ((!![1, γ, 0; 0, 1, 0; 0, 0, 1] : Matrix (Fin 3) (Fin 3) ℝ) *
        (!![1, γ, 0; 0, 1, 0; 0, 0, 1] : Matrix (Fin 3) (Fin 3) ℝ)ᵀ)⁻¹
        = !![1, -γ, 0; -γ, 1 + γ ^ 2, 0; 0, 0, 1] := by
      apply inv_eq_right_inv
      rw [hT]
      ext i j
      fin_cases i <;> fin_cases j <;>
        simp [Matrix.mul_apply, Fin.sum_univ_succ] <;> ring
    rw [trace_eulerStrain, h, trace_fin_three]
    simp
    ring

end

end EulerianFiniteStrain
```

The inverse is verified by multiplying $FF^{T}$ by the proposed matrix and comparing entries with the identity. The spurious compression is of second order in $\gamma$, so it is absent from the linearised theory of small strains.

## The same comparison with the Lagrangian strain

The Lagrangian strain $E = \tfrac12(F^{T}F - I)$ refers to the undeformed body. For $J > 0$ the argument by eigenvalues applies equally to $F^{T}F$, whose determinant is $J^2$, and yields $\operatorname{tr} E/d \ge \tfrac12(J^{2/d} - 1)$ with the same equality case. What changes is the direction of the bias: a change of shape at constant volume now looks like an expansion, and simple shear has $\operatorname{tr} E = +\gamma^2/2$.

```lean
#print axioms EulerianFiniteStrain.volumetricStrain_le_mean
#print axioms EulerianFiniteStrain.mean_strain_three
#print axioms EulerianFiniteStrain.trace_nonpos_of_isochoric
#print axioms EulerianFiniteStrain.simple_shear
```

```
'EulerianFiniteStrain.volumetricStrain_le_mean' depends on axioms: [propext, Classical.choice, Quot.sound]
'EulerianFiniteStrain.mean_strain_three' depends on axioms: [propext, Classical.choice, Quot.sound]
'EulerianFiniteStrain.trace_nonpos_of_isochoric' depends on axioms: [propext, Classical.choice, Quot.sound]
'EulerianFiniteStrain.simple_shear' depends on axioms: [propext, Classical.choice, Quot.sound]
```
